# For Hermitian matrices, the eigenvalues of a Kronecker sum are the pairwise sums of eigenvalues

Q: Take one electron hopping on a square of four sites. A single bond has adjacency eigenvalues $1$ and $-1$, with eigenvectors $(1,1)/\sqrt2$ and $(1,-1)/\sqrt2$. You say the square follows from the bond alone?

A: Yes. Label each site by a horizontal and a vertical coordinate, and take products of bond eigenvectors as amplitudes. Horizontal hopping multiplies a product by one bond eigenvalue, vertical hopping by the other, and the two contributions add. The four products give $2, 0, 0, -2$.

Q: And for general Hermitian hopping matrices $A$ and $B$?

A: Let $Au_i=a_iu_i$ and $Bv_j=b_jv_j$, with orthonormal eigenvectors. Then
$$(A\otimes 1+1\otimes B)(u_i\otimes v_j)=Au_i\otimes v_j+u_i\otimes Bv_j=(a_i+b_j)\,u_i\otimes v_j.$$
The products are again orthonormal, and there are as many as there are pairs of sites, so they form a basis. With $S$ the matrix of these columns and $D$ the diagonal matrix of the sums, the Kronecker sum is $SDS^{-1}$, and
$$\det(x-SDS^{-1})=\det(x-D)=\prod_{i,j}(x-a_i-b_j).$$

Q: What does Lean take as the Hamiltonian?

A: A matrix indexed by pairs of sites. Here `m` and `n` are the sets of site labels, not dimensions, and both are finite.

```lean
import Mathlib

open Matrix Polynomial
open scoped Kronecker

namespace ProductLattice

variable {m n : Type*} [Fintype m] [DecidableEq m] [Fintype n] [DecidableEq n]

/-- The Kronecker sum `A ⊗ 1 + 1 ⊗ B`: hopping by `A` along the first coordinate
plus hopping by `B` along the second. -/
def kroneckerSum {K : Type*} [CommRing K] (A : Matrix m m K) (B : Matrix n n K) :
    Matrix (m × n) (m × n) K :=
  A ⊗ₖ (1 : Matrix n n K) + (1 : Matrix m m K) ⊗ₖ B
```

Q: Where does the determinant argument appear?

A: In the next lemma, for any matrix $A$ with an invertible matrix `P` of eigenvectors. There `P'` is the inverse of `P`, and $D$ is now the diagonal matrix of the eigenvalues of $A$. The proof writes $A=PDP'$, moves $P'$ to the front by `charpoly_mul_comm`, and cancels $P'P=1$. What remains is the determinant of a diagonal matrix. `X` is the polynomial variable, and `C` turns a number into a constant polynomial.

```lean
/-- If the columns of an invertible matrix `P` are eigenvectors of `A` with eigenvalues `a i`,
the characteristic polynomial of `A` is the product of the factors `X - a i`. -/
theorem charpoly_of_eigenvectors {K : Type*} [CommRing K] {A P P' : Matrix m m K} {a : m → K}
    (hP : P * P' = 1) (hA : A * P = P * diagonal a) :
    A.charpoly = ∏ i, (X - C (a i)) := by
  have hP' : P' * P = 1 := mul_eq_one_comm.mp hP
  have h1 : A = (P * diagonal a) * P' := by
    rw [← hA, Matrix.mul_assoc, hP, Matrix.mul_one]
  -- cyclic invariance removes the change of basis
  have h2 : A.charpoly = (diagonal a).charpoly := by
    rw [h1, Matrix.charpoly_mul_comm, ← Matrix.mul_assoc, hP', Matrix.one_mul]
  have h3 : charmatrix (diagonal a) = diagonal (fun i => X - C (a i)) := by
    ext1 i j
    by_cases h : i = j
    · subst h
      simp
    · simp [h]
  rw [h2, Matrix.charpoly, h3, det_diagonal]
```

The addition of eigenvalues comes next, for all eigenvectors at once. `hD` writes the diagonal matrix of sums as a Kronecker sum of diagonal matrices. The rule `mul_kronecker_mul`, $(A\otimes B)(P\otimes Q)=AP\otimes BQ$, then does what I did on $u_i\otimes v_j$.

```lean
/-- If the columns of `P` and `Q` satisfy the eigenvalue equations of `A` and `B` with the values
`a i` and `b j`, their products satisfy that of the Kronecker sum with the values `a i + b j`. -/
theorem kroneckerSum_mul_eigenvectors {K : Type*} [CommRing K]
    {A P : Matrix m m K} {B Q : Matrix n n K} {a : m → K} {b : n → K}
    (hA : A * P = P * diagonal a) (hB : B * Q = Q * diagonal b) :
    kroneckerSum A B * (P ⊗ₖ Q) =
      (P ⊗ₖ Q) * diagonal (fun p : m × n => a p.1 + b p.2) := by
  have hD : diagonal (fun p : m × n => a p.1 + b p.2) =
      kroneckerSum (diagonal a) (diagonal b) := by
    ext ⟨i, j⟩ ⟨k, l⟩
    by_cases h : i = k <;> by_cases h' : j = l <;>
      simp [kroneckerSum, kroneckerMap_apply, h, h']
  rw [hD, kroneckerSum, kroneckerSum, Matrix.add_mul, Matrix.mul_add,
    ← mul_kronecker_mul, ← mul_kronecker_mul, ← mul_kronecker_mul, ← mul_kronecker_mul,
    hA, hB, Matrix.one_mul, Matrix.one_mul, Matrix.mul_one, Matrix.mul_one]
```

Q: My list of eigenvalues may be ordered differently from the one Lean's spectral theorem returns. Does that matter?

A: No. Two lists with the same product of linear factors have the same roots with multiplicity, so a product of any function over either list is the same.

```lean
omit [DecidableEq m] in
/-- The roots of `∏ (X - c i)` are the numbers `c i`, listed with multiplicity. -/
theorem roots_of_listing {K : Type*} [Field K] (c : m → K) :
    (∏ i, (X - C (c i))).roots = Finset.univ.val.map c := by
  have h := roots_multiset_prod_X_sub_C (Finset.univ.val.map c)
  rw [Multiset.map_map] at h
  exact h

omit [DecidableEq m] in
/-- Two listings of the same spectrum give the same product of any function of the levels. -/
theorem prod_of_listing {K M : Type*} [Field K] [CommMonoid M] {a e : m → K}
    (h : ∏ i, (X - C (a i)) = ∏ i, (X - C (e i))) (g : K → M) :
    ∏ i, g (a i) = ∏ i, g (e i) := by
  have h1 : Finset.univ.val.map a = Finset.univ.val.map e := by
    rw [← roots_of_listing, ← roots_of_listing, h]
  have h2 := congrArg (fun s => (Multiset.map g s).prod) h1
  simp only [Multiset.map_map] at h2
  exact h2
```

Q: And the eigenvectors themselves? Are they assumed?

A: They are derived. The spectral theorem gives $A=UDU^*$ with $U$ unitary, and multiplying by $U$ on the right gives $AU=UD$.

```lean
section Hermitian

variable {𝕜 : Type*} [RCLike 𝕜]

/-- A Hermitian matrix has an invertible matrix of eigenvectors. -/
theorem exists_eigenvectors {A : Matrix m m 𝕜} (hA : A.IsHermitian) :
    ∃ (P P' : Matrix m m 𝕜) (e : m → 𝕜), P * P' = 1 ∧ A * P = P * diagonal e := by
  have h := hA.spectral_theorem
  rw [Unitary.conjStarAlgAut_apply] at h
  have hU := Matrix.mem_unitaryGroup_iff.mp hA.eigenvectorUnitary.2
  have hU' := Matrix.mem_unitaryGroup_iff'.mp hA.eigenvectorUnitary.2
  refine ⟨hA.eigenvectorUnitary, star (hA.eigenvectorUnitary : Matrix m m 𝕜),
    RCLike.ofReal ∘ hA.eigenvalues, hU, ?_⟩
  have h2 := congrArg (fun M => M * (hA.eigenvectorUnitary : Matrix m m 𝕜)) h
  refine h2.trans ?_
  change _ * _ * star (hA.eigenvectorUnitary : Matrix m m 𝕜) * _ = _
  rw [Matrix.mul_assoc, hU', Matrix.mul_one]
```

Q: Then how does the main theorem say "eigenvalues listed with multiplicity"?

A: Through `ha` and `hb`: the characteristic polynomials of $A$ and $B$ are the products of $X-a_i$ and $X-b_j$. `IsHermitian` means real symmetric when `𝕜` is ℝ, and complex Hermitian when it is ℂ. The proof forms $P\otimes Q$, checks its inverse, applies the two eigenvector lemmas, and then exchanges the spectral theorem's lists for yours, one factor at a time.

```lean
/-- For real symmetric or complex Hermitian `A` and `B` with eigenvalues `a i` and `b j` listed
with multiplicity, the characteristic polynomial of `A ⊗ 1 + 1 ⊗ B` is the product of
`X - (a i + b j)` over all pairs. -/
theorem charpoly_kroneckerSum {A : Matrix m m 𝕜} {B : Matrix n n 𝕜}
    (hA : A.IsHermitian) (hB : B.IsHermitian) {a : m → 𝕜} {b : n → 𝕜}
    (ha : A.charpoly = ∏ i, (X - C (a i))) (hb : B.charpoly = ∏ j, (X - C (b j))) :
    (kroneckerSum A B).charpoly = ∏ i, ∏ j, (X - C (a i + b j)) := by
  obtain ⟨P, P', e, hP, hAP⟩ := exists_eigenvectors hA
  obtain ⟨Q, Q', f, hQ, hBQ⟩ := exists_eigenvectors hB
  have hPQ : (P ⊗ₖ Q) * (P' ⊗ₖ Q') = 1 := by
    rw [← mul_kronecker_mul, hP, hQ, one_kronecker_one]
  rw [charpoly_of_eigenvectors hPQ (kroneckerSum_mul_eigenvectors hAP hBQ),
    Fintype.prod_prod_type]
  -- pass from the eigenvalues of the spectral theorem to the given listings
  have hae := ha.symm.trans (charpoly_of_eigenvectors hP hAP)
  have hbf := hb.symm.trans (charpoly_of_eigenvectors hQ hBQ)
  rw [prod_of_listing hae (fun x => ∏ j, (X - C (x + b j)))]
  exact Finset.prod_congr rfl fun i _ =>
    (prod_of_listing hbf (fun y => X - C (e i + y))).symm
```

Q: The square had a double zero. Is that degeneracy captured?

A: Yes, as the multiplicity of a root $E$, which for a Hermitian matrix is the degeneracy of the level. It equals the number of pairs with $a_i+b_j=E$. The proof counts $E$ in the list of roots.

```lean
/-- For Hermitian `A` and `B`, the multiplicity of a level `E` of the Kronecker sum is the number
of pairs of eigenvalues, listed with multiplicity, that add up to `E`. -/
theorem level_multiplicity [DecidableEq 𝕜] {A : Matrix m m 𝕜} {B : Matrix n n 𝕜}
    (hA : A.IsHermitian) (hB : B.IsHermitian) {a : m → 𝕜} {b : n → 𝕜}
    (ha : A.charpoly = ∏ i, (X - C (a i))) (hb : B.charpoly = ∏ j, (X - C (b j))) (E : 𝕜) :
    (kroneckerSum A B).charpoly.rootMultiplicity E =
      (Finset.univ.filter fun p : m × n => E = a p.1 + b p.2).card := by
  have h : (kroneckerSum A B).charpoly = ∏ p : m × n, (X - C (a p.1 + b p.2)) := by
    rw [charpoly_kroneckerSum hA hB ha hb, Fintype.prod_prod_type]
  rw [← count_roots, h, roots_of_listing (fun p : m × n => a p.1 + b p.2),
    Multiset.count_map]
  rfl

end Hermitian
```

Q: You have defined a matrix. Why should it describe a lattice?

A: For graphs this is proved. In the box product `boxProd`, two sites are neighbours when they agree in one coordinate and are neighbours in the other. Comparing entries, according to which coordinates agree, gives exactly the Kronecker sum.

```lean
omit [Fintype m] [Fintype n] in
/-- The adjacency matrix of the product lattice of two graphs is the Kronecker sum of
their adjacency matrices. -/
theorem adjMatrix_boxProd (G : SimpleGraph m) (H : SimpleGraph n) [DecidableRel G.Adj]
    [DecidableRel H.Adj] [DecidableRel (G.boxProd H).Adj] :
    (G.boxProd H).adjMatrix ℝ = kroneckerSum (G.adjMatrix ℝ) (H.adjMatrix ℝ) := by
  ext ⟨i, j⟩ ⟨k, l⟩
  by_cases h : i = k <;> by_cases h' : j = l <;>
    simp [kroneckerSum, kroneckerMap_apply, SimpleGraph.adjMatrix_apply,
      SimpleGraph.boxProd_adj, h, h']
```

Q: Now recover the square.

A: `⊤` on `Fin 2` is the single bond, with characteristic polynomial $X^2-1$. Joining two copies of any finite graph by rungs therefore splits each $a_i$ into $a_i+1$ and $a_i-1$. Applied to the bond itself, this gives $2,0,0,-2$.

```lean
/-- The adjacency matrix of a single bond between two sites has the eigenvalues `1` and `-1`. -/
theorem charpoly_bond : ((⊤ : SimpleGraph (Fin 2)).adjMatrix ℝ).charpoly =
    ∏ j, (X - C ((![1, -1] : Fin 2 → ℝ) j)) := by
  rw [Matrix.charpoly, det_fin_two]
  simp [SimpleGraph.adjMatrix_apply, Fin.prod_univ_two]
  ring

/-- Two copies of a graph with adjacency eigenvalues `a i`, joined site by site by rungs, form a
ladder in which each `a i` is split into `a i + 1` and `a i - 1`. -/
theorem charpoly_ladder (G : SimpleGraph m) [DecidableRel G.Adj]
    [DecidableRel (G.boxProd (⊤ : SimpleGraph (Fin 2))).Adj] {a : m → ℝ}
    (ha : (G.adjMatrix ℝ).charpoly = ∏ i, (X - C (a i))) :
    ((G.boxProd (⊤ : SimpleGraph (Fin 2))).adjMatrix ℝ).charpoly =
      ∏ i, ((X - C (a i + 1)) * (X - C (a i - 1))) := by
  have hG : (G.adjMatrix ℝ).IsHermitian := by
    unfold Matrix.IsHermitian
    rw [conjTranspose_eq_transpose_of_trivial, SimpleGraph.transpose_adjMatrix]
  have hK : ((⊤ : SimpleGraph (Fin 2)).adjMatrix ℝ).IsHermitian := by
    unfold Matrix.IsHermitian
    rw [conjTranspose_eq_transpose_of_trivial, SimpleGraph.transpose_adjMatrix]
  -- each rung is a single bond, with the levels 1 and -1
  rw [adjMatrix_boxProd, charpoly_kroneckerSum hG hK ha charpoly_bond]
  refine Finset.prod_congr rfl fun i _ => ?_
  simp [Fin.prod_univ_two, sub_eq_add_neg]

/-- The four-site square, the product of two single bonds, has the adjacency characteristic
polynomial `X² (X - 2) (X + 2)`. -/
theorem charpoly_square
    [DecidableRel ((⊤ : SimpleGraph (Fin 2)).boxProd (⊤ : SimpleGraph (Fin 2))).Adj] :
    (((⊤ : SimpleGraph (Fin 2)).boxProd (⊤ : SimpleGraph (Fin 2))).adjMatrix ℝ).charpoly =
      X ^ 2 * (X - 2) * (X + 2) := by
  rw [charpoly_ladder _ charpoly_bond]
  simp only [Fin.prod_univ_two, Matrix.cons_val_zero, Matrix.cons_val_one,
    map_add, map_sub, map_neg, map_one]
  ring

end ProductLattice
```

```lean
#print axioms ProductLattice.kroneckerSum_mul_eigenvectors
#print axioms ProductLattice.level_multiplicity
#print axioms ProductLattice.charpoly_square
```

```
'ProductLattice.kroneckerSum_mul_eigenvectors' depends on axioms: [propext, Classical.choice, Quot.sound]
'ProductLattice.level_multiplicity' depends on axioms: [propext, Classical.choice, Quot.sound]
'ProductLattice.charpoly_square' depends on axioms: [propext, Classical.choice, Quot.sound]
```

Q: What must I still justify for a real molecule?

A: That, in an orthonormal basis of site orbitals, its one-electron Hamiltonian has this separable form: no diagonal hops, hopping along one coordinate independent of the other, and site energies that are a sum of one term for each coordinate. In Hückel theory with identical sites and equal bonds, an adjacency eigenvalue $x$ then means the energy $\alpha+\beta x$, where $\alpha$ is the site energy and $\beta$ the hopping integral. For non-interacting electrons on such a finite lattice, diagonalising the two factors gives every orbital energy.
